# Averaging a noisy force over the orthogonal symmetry group of the true force leaves only the white-noise error in the fixed subspace

## A noisy force as a finite random vector

The noise in a computed force is modelled here as a random vector on a finite set of outcomes $\Omega$. Each outcome $\omega$ has a weight $p_\omega\ge 0$, the weights sum to one, and the expectation value of a quantity $X$ is the finite sum $\mathbb E[X]=\sum_\omega p_\omega X(\omega)$.

All force components of the structure are collected in one vector $F\in\mathbb R^n$, with $n=3N$ for $N$ atoms. A calculation with statistical noise returns $F+\xi(\omega)$. The noise $\xi$ has mean zero and is white: its components are uncorrelated and share one variance $v$. This is an assumption about the force estimator. It fails, for example, when heavy and light elements have different statistical errors.

A finite symmetry group $G$ acts on force vectors by orthogonal matrices $\rho(g)$, which for atoms combine a proper or improper rotation with a permutation of equivalent sites. If every operation maps the structure to itself and the energy is invariant, the true force satisfies $\rho(g)F=F$. The noise in a single run need not have this symmetry, and averaging over the group restores it.

## The two mean squared errors

Let
$$P=\frac1{|G|}\sum_{g\in G}\rho(g)$$
be the group average, and let $d$ be the dimension of the subspace of vectors fixed by every $\rho(g)$. Then
$$\mathbb E\,|F+\xi-F|^2=n\,v,\qquad \mathbb E\,|P(F+\xi)-F|^2=d\,v .$$

For structure optimization with stochastic forces, such as those from quantum Monte Carlo, this gives the effect of symmetrization on the force error when the noise is unbiased and white.

## From relabelling the group to the trace

**The average is invariant.** For any $h\in G$,
$$\rho(h)P=\frac1{|G|}\sum_g\rho(hg)=P,$$
because $g\mapsto hg$ only relabels the group elements. If $x$ is fixed by the group, every term of $Px$ equals $x/|G|$, and hence $Px=x$.

**Orthogonality.** From $\rho(h)^T\rho(h)=1$ it follows that
$$\rho(h)^TP=\rho(h)^T\rho(h)P=P.$$
Averaging over $h$ gives $P^TP=P$. Without orthogonality $P$ would still project onto the fixed subspace, but possibly at an oblique angle, and $\operatorname{tr}(P^TP)$ could then exceed $d$.

**The trace.** Every $Px$ is fixed by the group, and fixed vectors are unchanged by $P$. So $P$ is a projector onto the fixed subspace. In a basis made of fixed vectors and vectors in the kernel of $P$, its diagonal holds $d$ ones and $n-d$ zeros, which gives $\operatorname{tr}P=d$.

**Filtered noise.** Since the mean is zero, the covariance condition reads $\mathbb E[\xi_j\xi_k]=v\,\delta_{jk}$. For any $n\times n$ matrix $A$,
$$\mathbb E|A\xi|^2=\sum_{i,j,k}A_{ij}A_{ik}\,\mathbb E[\xi_j\xi_k]=v\sum_{i,j}A_{ij}^2=v\operatorname{tr}(A^TA).$$

**The two cases.** The raw error vector is $\xi$, so $A=1$ gives $nv$. After averaging, $P(F+\xi)-F=P\xi$ because $PF=F$. With $A=P$ the result is $v\operatorname{tr}(P^TP)=v\operatorname{tr}P=dv$.

## How the Lean statement encodes the physics

In the code `n` is the finite type that labels force components, and the number $n$ is `Fintype.card n`. A force is a function `n → ℝ`. The action is a homomorphism `ρ : G →* Matrix n n ℝ`, which may represent different group elements by the same matrix.

- `avg ρ` is $P$, `fixedSpace ρ` is the fixed subspace, and `Module.finrank ℝ (fixedSpace ρ)` is $d$.
- `hρ` is orthogonality and `hF` is the symmetry of the true force. The latter is assumed and not derived from an energy function.
- `hmean` and `hcov` say that the noise has mean zero and covariance $v$ times the identity. `covariance` is the centred second moment.
- `mse` is the expected squared Euclidean distance to $F$, summed over all components, with no division by $n$ and no square root.

The conclusion of `mse_raw_and_symmetrized` is the pair of equations above. Gaussian noise has a continuum of outcomes and so lies outside this model, although the derivation uses only first and second moments.

```lean
import Mathlib

open Matrix

namespace SymmetrizedForceNoise

noncomputable section

/-- A probability distribution on a finite set of outcomes. -/
structure FiniteProb (Ω : Type*) [Fintype Ω] where
  weight : Ω → ℝ
  nonneg : ∀ ω, 0 ≤ weight ω
  sum_one : ∑ ω, weight ω = 1

variable {G n Ω : Type*} [Group G] [Fintype G] [Fintype n] [DecidableEq n] [Fintype Ω]

/-- The expectation value of a real random variable. -/
def FiniteProb.expect (p : FiniteProb Ω) (X : Ω → ℝ) : ℝ := ∑ ω, p.weight ω * X ω

/-- The covariance matrix of a random vector. -/
def covariance (p : FiniteProb Ω) (ξ : Ω → n → ℝ) : Matrix n n ℝ :=
  Matrix.of fun i j => p.expect fun ω =>
    (ξ ω i - p.expect fun ω' => ξ ω' i) * (ξ ω j - p.expect fun ω' => ξ ω' j)

/-- The mean squared error of a random force `f` as an estimate of the force `F`. -/
def mse (p : FiniteProb Ω) (f : Ω → n → ℝ) (F : n → ℝ) : ℝ :=
  p.expect fun ω => (f ω - F) ⬝ᵥ (f ω - F)

/-- The group average of the matrices that represent the symmetry operations. -/
def avg (ρ : G →* Matrix n n ℝ) : Matrix n n ℝ :=
  (Fintype.card G : ℝ)⁻¹ • ∑ g, ρ g

/-- The subspace of vectors left unchanged by every symmetry operation. -/
def fixedSpace (ρ : G →* Matrix n n ℝ) : Submodule ℝ (n → ℝ) where
  carrier := {x | ∀ g, ρ g *ᵥ x = x}
  zero_mem' := fun g => Matrix.mulVec_zero _
  add_mem' := fun {x y} hx hy g => by rw [Matrix.mulVec_add, hx g, hy g]
  smul_mem' := fun c x hx g => by rw [Matrix.mulVec_smul, hx g]

/-- A symmetry operation applied after the group average changes nothing. -/
theorem mul_avg (ρ : G →* Matrix n n ℝ) (h : G) : ρ h * avg ρ = avg ρ := by
  unfold avg
  rw [Matrix.mul_smul, Finset.mul_sum]
  congr 1
  -- left multiplication by h only relabels the group elements
  simp only [← map_mul]
  exact Equiv.sum_comp (Equiv.mulLeft h) (fun g => ρ g)

/-- The group average leaves every symmetric vector unchanged. -/
theorem avg_mulVec_fixed (ρ : G →* Matrix n n ℝ) {x : n → ℝ}
    (hx : ∀ g, ρ g *ᵥ x = x) : avg ρ *ᵥ x = x := by
  have hc : (Fintype.card G : ℝ) ≠ 0 := Nat.cast_ne_zero.mpr Fintype.card_ne_zero
  rw [← Matrix.toLin'_apply, avg, map_smul, map_sum, LinearMap.smul_apply,
    LinearMap.sum_apply]
  simp only [Matrix.toLin'_apply, hx]
  rw [Finset.sum_const, Finset.card_univ, ← Nat.cast_smul_eq_nsmul ℝ, smul_smul,
    inv_mul_cancel₀ hc, one_smul]

/-- For an orthogonal action the group average `P` satisfies `Pᵀ P = P`. -/
theorem avg_transpose_mul_avg (ρ : G →* Matrix n n ℝ)
    (hρ : ∀ g, (ρ g)ᵀ * ρ g = 1) : (avg ρ)ᵀ * avg ρ = avg ρ := by
  have hc : (Fintype.card G : ℝ) ≠ 0 := Nat.cast_ne_zero.mpr Fintype.card_ne_zero
  have h : ∀ g, (ρ g)ᵀ * avg ρ = avg ρ := fun g => by
    calc (ρ g)ᵀ * avg ρ = (ρ g)ᵀ * (ρ g * avg ρ) := by rw [mul_avg]
      _ = avg ρ := by rw [← Matrix.mul_assoc, hρ, Matrix.one_mul]
  have ht : (avg ρ)ᵀ = (Fintype.card G : ℝ)⁻¹ • ∑ g, (ρ g)ᵀ := by
    rw [avg, Matrix.transpose_smul, Matrix.transpose_sum]
  rw [ht, Matrix.smul_mul, Finset.sum_mul]
  simp only [h]
  rw [Finset.sum_const, Finset.card_univ, ← Nat.cast_smul_eq_nsmul ℝ, smul_smul,
    inv_mul_cancel₀ hc, one_smul]

/-- The trace of the group average is the dimension of the fixed subspace. -/
theorem trace_avg (ρ : G →* Matrix n n ℝ) :
    (avg ρ).trace = Module.finrank ℝ (fixedSpace ρ) := by
  have hp : LinearMap.IsProj (fixedSpace ρ) (Matrix.toLin' (avg ρ)) :=
    { map_mem := fun x g => by
        rw [Matrix.toLin'_apply, Matrix.mulVec_mulVec, mul_avg]
      map_id := fun x hx => by
        rw [Matrix.toLin'_apply]
        exact avg_mulVec_fixed ρ hx }
  rw [← hp.trace, LinearMap.trace_eq_matrix_trace ℝ (Pi.basisFun ℝ n),
    LinearMap.toMatrix_eq_toMatrix', LinearMap.toMatrix'_toLin']

/-- Noise with mean zero and covariance `v` times the identity, passed through a linear
map `A`, has mean squared length `v tr(Aᵀ A)`. -/
theorem expect_filtered_noise (p : FiniteProb Ω) {ξ : Ω → n → ℝ} {v : ℝ}
    (hmean : ∀ i, (p.expect fun ω => ξ ω i) = 0)
    (hcov : covariance p ξ = v • (1 : Matrix n n ℝ)) (A : Matrix n n ℝ) :
    (p.expect fun ω => (A *ᵥ ξ ω) ⬝ᵥ (A *ᵥ ξ ω)) = v * (Aᵀ * A).trace := by
  have hsec : ∀ j k, ∑ ω, p.weight ω * (ξ ω j * ξ ω k) = v * (1 : Matrix n n ℝ) j k := by
    intro j k
    have h := congrFun (congrFun hcov j) k
    simp only [covariance, Matrix.of_apply, hmean, sub_zero, Matrix.smul_apply,
      smul_eq_mul] at h
    exact h
  calc (p.expect fun ω => (A *ᵥ ξ ω) ⬝ᵥ (A *ᵥ ξ ω))
      = ∑ i, ∑ j, ∑ k, A i j * A i k * ∑ ω, p.weight ω * (ξ ω j * ξ ω k) := by
        -- expand the square and move the expectation inside
        simp only [FiniteProb.expect, Matrix.mulVec, dotProduct, Finset.sum_mul,
          Finset.mul_sum]
        rw [Finset.sum_comm]
        refine Finset.sum_congr rfl fun i _ => ?_
        rw [Finset.sum_comm]
        refine Finset.sum_congr rfl fun j _ => ?_
        rw [Finset.sum_comm]
        exact Finset.sum_congr rfl fun k _ => Finset.sum_congr rfl fun ω _ => by ring
    _ = v * (Aᵀ * A).trace := by
        simp only [hsec]
        simp only [Matrix.one_apply, mul_ite, mul_one, mul_zero, Finset.sum_ite_eq,
          Finset.mem_univ, if_true, Matrix.trace, Matrix.diag_apply, Matrix.mul_apply,
          Matrix.transpose_apply, Finset.mul_sum]
        rw [Finset.sum_comm]
        exact Finset.sum_congr rfl fun j _ => Finset.sum_congr rfl fun i _ => by ring

/-- Let a finite group act orthogonally and fix the true force, and let the noise have mean
zero and covariance `v` times the identity. The noisy force has mean squared error `n v`,
and its group average has `d v`, with `d` the dimension of the fixed subspace. -/
theorem mse_raw_and_symmetrized (p : FiniteProb Ω) (ρ : G →* Matrix n n ℝ)
    (hρ : ∀ g, (ρ g)ᵀ * ρ g = 1) {F : n → ℝ} (hF : ∀ g, ρ g *ᵥ F = F)
    {ξ : Ω → n → ℝ} {v : ℝ} (hmean : ∀ i, (p.expect fun ω => ξ ω i) = 0)
    (hcov : covariance p ξ = v • (1 : Matrix n n ℝ)) :
    mse p (fun ω => F + ξ ω) F = Fintype.card n * v ∧
    mse p (fun ω => avg ρ *ᵥ (F + ξ ω)) F = Module.finrank ℝ (fixedSpace ρ) * v := by
  constructor
  · have h := expect_filtered_noise p hmean hcov 1
    simp only [Matrix.one_mulVec, Matrix.transpose_one, Matrix.mul_one,
      Matrix.trace_one] at h
    simp only [mse, add_sub_cancel_left]
    rw [h, mul_comm]
  · -- the true force drops out, and only the projected noise remains
    have e : ∀ ω, avg ρ *ᵥ (F + ξ ω) - F = avg ρ *ᵥ ξ ω := fun ω => by
      rw [Matrix.mulVec_add, avg_mulVec_fixed ρ hF, add_sub_cancel_left]
    simp only [mse, e]
    rw [expect_filtered_noise p hmean hcov, avg_transpose_mul_avg ρ hρ, trace_avg, mul_comm]

/-- The two-element group acting on the plane by reflection of the second coordinate. -/
def mirror : ℤˣ →* Matrix (Fin 2) (Fin 2) ℝ where
  toFun u := !![1, 0; 0, ((u : ℤ) : ℝ)]
  map_one' := by ext i j; fin_cases i <;> fin_cases j <;> simp
  map_mul' a b := by
    ext i j
    fin_cases i <;> fin_cases j <;> simp [Matrix.mul_apply, Fin.sum_univ_succ]

/-- Four equally likely outcomes. -/
def uniformFour : FiniteProb (Fin 4) where
  weight _ := 1 / 4
  nonneg _ := by norm_num
  sum_one := by norm_num [Fin.sum_univ_succ]

/-- Noise vectors in the plane with both components equal to plus or minus one. -/
def signNoise : Fin 4 → Fin 2 → ℝ := ![![1, 1], ![1, -1], ![-1, 1], ![-1, -1]]

/-- The mirror acts orthogonally and non-trivially and fixes every force along the first
axis; the four sign vectors, equally likely, have mean zero and unit covariance. -/
theorem mirror_signNoise_witness (c : ℝ) :
    (∀ u, (mirror u)ᵀ * mirror u = 1) ∧ mirror (-1) ≠ 1 ∧
    (∀ u, mirror u *ᵥ ![c, 0] = ![c, 0]) ∧
    (∀ i, (uniformFour.expect fun ω => signNoise ω i) = 0) ∧
    covariance uniformFour signNoise = (1 : ℝ) • (1 : Matrix (Fin 2) (Fin 2) ℝ) := by
  have hm : ∀ i, (uniformFour.expect fun ω => signNoise ω i) = 0 := by
    intro i
    fin_cases i <;>
      norm_num [FiniteProb.expect, uniformFour, signNoise, Fin.sum_univ_succ]
  refine ⟨fun u => ?_, fun h => ?_, fun u => ?_, hm, ?_⟩
  · rcases Int.units_eq_one_or u with rfl | rfl <;> ext i j <;> fin_cases i <;>
      fin_cases j <;> simp [mirror, Matrix.mul_apply, Fin.sum_univ_succ]
  · have h11 := congrFun (congrFun h 1) 1
    norm_num [mirror] at h11
  · ext i
    fin_cases i <;> simp [mirror, Matrix.mulVec, dotProduct, Fin.sum_univ_succ]
  · ext i j
    simp only [covariance, Matrix.of_apply, hm, sub_zero]
    fin_cases i <;> fin_cases j <;>
      norm_num [FiniteProb.expect, uniformFour, signNoise, Fin.sum_univ_succ]

end

end SymmetrizedForceNoise
```

```lean
#print axioms SymmetrizedForceNoise.mse_raw_and_symmetrized
-- 'SymmetrizedForceNoise.mse_raw_and_symmetrized' depends on axioms: [propext, Classical.choice, Quot.sound]
```

## The lemmas behind the two equations

`mul_avg` proves $\rho(h)P=P$. The relabelling is `Equiv.sum_comp` applied to left multiplication by `h`. `avg_mulVec_fixed` proves $Px=x$ for fixed $x$: the sum becomes $|G|$ copies of $x$, and the prefactor cancels the count.

In `avg_transpose_mul_avg`, the short `calc` block inserts $\rho(g)$ by `mul_avg` and removes $\rho(g)^T\rho(g)$ by `hρ`. The remaining lines average over the group.

`trace_avg` packages the two projector properties as `LinearMap.IsProj`. Mathlib's `hp.trace` then supplies the dimension, and the other rewrites pass from the trace of the linear map to that of the matrix.

`expect_filtered_noise` first extracts $\mathbb E[\xi_j\xi_k]=v\,\delta_{jk}$ as `hsec`, by reading one entry of `hcov` and using `hmean`. The first `calc` step expands the square and exchanges sums until the expectation stands innermost. The second inserts `hsec` and collects the trace.

The main theorem uses this lemma twice, with the matrices $1$ and $P$. The auxiliary equation `e` is the cancellation $P(F+\xi)-F=P\xi$.

## A mirror in the plane

`mirror_signNoise_witness` shows that all the hypotheses are met in a case with a non-trivial symmetry. The group $\{1,-1\}$ acts on the plane by reflecting the second coordinate, the force is $(c,0)$, and the noise takes the values $(\pm1,\pm1)$ with weight $1/4$ each. The equalities are checked entry by entry, and a single entry shows that the reflection is not the identity.

Here $n=2$, $d=1$ and $v=1$. Each noise vector has squared length 2, and its symmetric part $(\pm1,0)$ has squared length 1, in agreement with $nv$ and $dv$.
